# The last operator of a fermionic Wick sum may be contracted first

If a Wick sum can be expanded only from its first operator, a string whose last operator has a single possible partner must still be worked through every partner of the first, and a sign chosen for starting at the right-hand end has no justification. For fermions the theorems below supply that sign: contracting the last operator with the one at position $j$, counted from 0 at the left, gives the factor $(-1)^j$.

```lean
import Mathlib

open Finset

namespace WickLastColumn

variable {R α : Type*} [CommRing R]

/-- The Wick sum of an operator string with contractions `c` and exchange factor `ε`: the first
operator is contracted with each later one, with a factor `ε` for every operator in between. -/
def wick (ε : R) (c : α → α → R) : List α → R
  | [] => 1
  | x :: L => ∑ j : Fin L.length, ε ^ (j : ℕ) * c x (L.get j) * wick ε c (L.eraseIdx j)
termination_by L => L.length
decreasing_by
  simp only [List.length_eraseIdx, List.length_cons]
  split_ifs <;> omega

/-- A sum over the positions of a string is a sum over the natural numbers below its length;
the default label `d` is never read. -/
theorem sum_positions (L : List α) (d : α) (f : ℕ → α → R) :
    ∑ j : Fin L.length, f j (L.get j) = ∑ j ∈ range L.length, f j (L.getD j d) := by
  rw [Finset.sum_range]
  exact Finset.sum_congr rfl fun j _ => by simp

/-- Removing two operators from a string of `m` in either order: double sums over the two
successive positions agree if their terms agree after the exchange of order. -/
theorem sum_swap (m : ℕ) (F G : ℕ → ℕ → R)
    (h₁ : ∀ j k, j ≤ k → k + 1 < m → F j k = G (k + 1) j)
    (h₂ : ∀ j k, k < j → j < m → F j k = G k (j - 1)) :
    ∑ j ∈ range m, ∑ k ∈ range (m - 1), F j k =
      ∑ i ∈ range m, ∑ k ∈ range (m - 1), G i k := by
  -- the exchange of order is an involution on pairs of positions
  obtain ⟨σ, s₁, s₂⟩ : ∃ σ : ℕ × ℕ → ℕ × ℕ, (∀ j k, j ≤ k → σ (j, k) = (k + 1, j)) ∧
      (∀ j k, k < j → σ (j, k) = (k, j - 1)) :=
    ⟨fun p => if p.1 ≤ p.2 then (p.2 + 1, p.1) else (p.2, p.1 - 1),
      fun j k h => if_pos h, fun j k h => if_neg (Nat.not_le.mpr h)⟩
  have hmem : ∀ p ∈ range m ×ˢ range (m - 1), σ p ∈ range m ×ˢ range (m - 1) := by
    rintro ⟨j, k⟩ h
    simp only [mem_product, mem_range] at h
    rcases Nat.lt_or_ge k j with hjk | hjk
    · rw [s₂ j k hjk]
      simp only [mem_product, mem_range]
      omega
    · rw [s₁ j k hjk]
      simp only [mem_product, mem_range]
      omega
  have hinv : ∀ p ∈ range m ×ˢ range (m - 1), σ (σ p) = p := by
    rintro ⟨j, k⟩ _
    rcases Nat.lt_or_ge k j with hjk | hjk
    · rw [s₂ j k hjk, s₁ k (j - 1) (by omega), Nat.sub_add_cancel (by omega)]
    · rw [s₁ j k hjk, s₂ (k + 1) j (by omega), Nat.add_sub_cancel]
  rw [← Finset.sum_product', ← Finset.sum_product']
  refine Finset.sum_nbij' σ σ hmem hmem hinv hinv ?_
  rintro ⟨j, k⟩ h
  simp only [mem_product, mem_range] at h
  rcases Nat.lt_or_ge k j with hjk | hjk
  · rw [s₂ j k hjk]
    exact h₂ j k hjk h.1
  · rw [s₁ j k hjk]
    exact h₁ j k hjk (by omega)

/-- The expansion along the first operator, with positions as natural numbers. -/
theorem wick_cons_range (ε : R) (c : α → α → R) (d x : α) (L : List α) :
    wick ε c (x :: L) =
      ∑ j ∈ range L.length, ε ^ j * c x (L.getD j d) * wick ε c (L.eraseIdx j) := by
  rw [wick]
  exact sum_positions L d (fun j a => ε ^ j * c x a * wick ε c (L.eraseIdx j))

/-- The expansion along the last operator, with positions as natural numbers. -/
theorem wick_concat_range (ε : R) (c : α → α → R) (y : α) (L : List α) :
    wick ε c (L ++ [y]) = ∑ i ∈ range L.length,
      ε ^ (L.length - 1 - i) * c (L.getD i y) y * wick ε c (L.eraseIdx i) := by
  induction hn : L.length using Nat.strong_induction_on generalizing L with
  | _ n ih =>
  subst hn
  cases L with
  | nil => simp [wick_cons_range ε c y]
  | cons x M =>
    have hl : ∀ j, j < M.length → (M.eraseIdx j).length = M.length - 1 :=
      fun j hj => List.length_eraseIdx_of_lt hj
    have hget : ∀ j k, (M.eraseIdx j).getD k y =
        if k < j then M.getD k y else M.getD (k + 1) y := by
      intro j k
      simp only [List.getD_eq_getElem?_getD, List.getElem?_eraseIdx]
      split_ifs <;> rfl
    have hcomm : ∀ j k, j ≤ k →
        (M.eraseIdx j).eraseIdx k = (M.eraseIdx (k + 1)).eraseIdx j := by
      intro j k hjk
      apply List.ext_getElem?
      intro n
      simp only [List.getElem?_eraseIdx]
      split_ifs <;> first | rfl | omega
    -- contract the first operator, then the last one in what remains
    have first : wick ε c (x :: M ++ [y]) =
        ∑ j ∈ range M.length, ∑ k ∈ range (M.length - 1),
          ε ^ j * c x (M.getD j y) * (ε ^ (M.length - 1 - 1 - k) *
            c ((M.eraseIdx j).getD k y) y * wick ε c ((M.eraseIdx j).eraseIdx k)) +
        ε ^ M.length * c x y * wick ε c M := by
      rw [List.cons_append, wick_cons_range ε c y, List.length_append, List.length_singleton,
        Finset.sum_range_succ]
      congr 1
      · refine Finset.sum_congr rfl fun j hj => ?_
        have hj' := mem_range.1 hj
        have e : (M ++ [y]).getD j y = M.getD j y := by
          simp only [List.getD_eq_getElem?_getD, List.getElem?_append_left hj']
        rw [e, List.eraseIdx_append_of_lt_length hj',
          ih (M.length - 1) (by simp only [List.length_cons]; omega) (M.eraseIdx j) (hl j hj'),
          Finset.mul_sum]
      · have e₁ : (M ++ [y]).getD M.length y = y := by simp
        have e₂ : (M ++ [y]).eraseIdx M.length = M := by
          rw [List.eraseIdx_append_of_length_le le_rfl]
          simp
        rw [e₁, e₂]
    rw [first, List.length_cons, Finset.sum_range_succ']
    congr 1
    · -- exchange the order of the two contractions
      refine (sum_swap M.length _ (fun i k => ε ^ (M.length - 1 - i) * c (M.getD i y) y *
        (ε ^ k * c x ((M.eraseIdx i).getD k y) *
          wick ε c ((M.eraseIdx i).eraseIdx k))) ?_ ?_).trans ?_
      · intro j k hjk hk
        have e : M.length - 1 - 1 - k = M.length - 1 - (k + 1) := by omega
        rw [hcomm j k hjk, hget j k, hget (k + 1) j, if_neg (by omega), if_pos (by omega), e]
        ring
      · intro j k hjk hj
        obtain ⟨i, rfl⟩ : ∃ i, j = i + 1 := ⟨j - 1, by omega⟩
        have e : M.length - 1 - k = M.length - 1 - 1 - k + 1 := by omega
        rw [Nat.add_sub_cancel, hcomm k i (by omega), hget (i + 1) k, hget k i,
          if_pos hjk, if_neg (by omega), e]
        ring
      · refine Finset.sum_congr rfl fun i hi => ?_
        have e : M.length + 1 - 1 - (i + 1) = M.length - 1 - i := by omega
        rw [List.getD_cons_succ, List.eraseIdx_cons_succ, wick_cons_range ε c y,
          hl i (mem_range.1 hi), Finset.mul_sum, e]

/-- Last-column expansion for any exchange factor: the last operator is contracted with each
earlier one, with a factor `ε` for every operator in between. -/
theorem wick_concat (ε : R) (c : α → α → R) (L : List α) (y : α) :
    wick ε c (L ++ [y]) = ∑ j : Fin L.length,
      ε ^ (L.length - 1 - (j : ℕ)) * c (L.get j) y * wick ε c (L.eraseIdx j) := by
  rw [wick_concat_range]
  exact (sum_positions L y
    (fun j a => ε ^ (L.length - 1 - j) * c a y * wick ε c (L.eraseIdx j))).symm

/-- The Wick sum of an odd number of operators vanishes. -/
theorem wick_odd (ε : R) (c : α → α → R) (L : List α) (h : Odd L.length) :
    wick ε c L = 0 := by
  suffices H : ∀ n, ∀ L : List α, L.length = n → Odd n → wick ε c L = 0 from H _ L rfl h
  intro n
  induction n using Nat.strong_induction_on with
  | _ n ih =>
  rintro L hL ⟨k, hk⟩
  cases L with
  | nil =>
    simp only [List.length_nil] at hL
    omega
  | cons x M =>
    rw [List.length_cons] at hL
    rw [wick]
    refine Finset.sum_eq_zero fun j _ => ?_
    have hj := j.isLt
    rw [ih (M.length - 1) (by omega) (M.eraseIdx j) (List.length_eraseIdx_of_lt hj)
      ⟨k - 1, by omega⟩, mul_zero]

/-- If `ε² = 1`, the last operator may be contracted first, with the factor `ε ^ j` given by the
position `j` of its partner counted from the left. -/
theorem wick_concat_of_sq_eq_one (ε : R) (hε : ε ^ 2 = 1) (c : α → α → R) (L : List α) (y : α) :
    wick ε c (L ++ [y]) =
      ∑ j : Fin L.length, ε ^ (j : ℕ) * c (L.get j) y * wick ε c (L.eraseIdx j) := by
  rw [wick_concat]
  refine Finset.sum_congr rfl fun j _ => ?_
  have hj := j.isLt
  rcases Nat.even_or_odd L.length with ⟨t, ht⟩ | ⟨t, ht⟩
  · -- an odd number of operators remains
    have ho : Odd (L.eraseIdx j).length :=
      ⟨t - 1, by rw [List.length_eraseIdx_of_lt hj]; omega⟩
    rw [wick_odd ε c _ ho, mul_zero, mul_zero]
  · -- the two exponents have the same parity
    have e : ε ^ (L.length - 1 - (j : ℕ)) = ε ^ (j : ℕ) := by
      calc ε ^ (L.length - 1 - (j : ℕ))
          = ε ^ (L.length - 1 - (j : ℕ)) * (ε ^ 2) ^ (j : ℕ) := by rw [hε, one_pow, mul_one]
        _ = (ε ^ 2) ^ t * ε ^ (j : ℕ) := by
            rw [← pow_mul, ← pow_mul, ← pow_add, ← pow_add]
            congr 1
            omega
        _ = ε ^ (j : ℕ) := by rw [hε, one_pow, one_mul]
    rw [e]

/-- Fermionic last-column expansion: the last operator may be contracted first, with the
alternating sign given by the position of its partner. -/
theorem wick_fermion_concat (c : α → α → R) (L : List α) (y : α) :
    wick (-1) c (L ++ [y]) =
      ∑ j : Fin L.length, (-1) ^ (j : ℕ) * c (L.get j) y * wick (-1) c (L.eraseIdx j) :=
  wick_concat_of_sq_eq_one (-1) (by ring) c L y

/-- If the contraction of every earlier operator with the last one is zero, the Wick sum of the
whole string vanishes. -/
theorem wick_concat_eq_zero (ε : R) (c : α → α → R) (L : List α) (y : α)
    (h : ∀ x ∈ L, c x y = 0) : wick ε c (L ++ [y]) = 0 := by
  rw [wick_concat]
  refine Finset.sum_eq_zero fun j _ => ?_
  rw [h _ (List.get_mem L j), mul_zero, zero_mul]

/-- If the expansion along the last operator with factors `ε ^ j` holds for all contractions and
all strings of operators labelled by natural numbers, then `ε² = 1`. -/
theorem sq_eq_one_of_concat (ε : R)
    (h : ∀ (c : ℕ → ℕ → R) (L : List ℕ) (y : ℕ), wick ε c (L ++ [y]) =
      ∑ j : Fin L.length, ε ^ (j : ℕ) * c (L.get j) y * wick ε c (L.eraseIdx j)) :
    ε ^ 2 = 1 := by
  -- four operators, of which only neighbours have a contraction
  obtain ⟨c, h01, h23, h03, h13⟩ : ∃ c : ℕ → ℕ → R,
      c 0 1 = 1 ∧ c 2 3 = 1 ∧ c 0 3 = 0 ∧ c 1 3 = 0 :=
    ⟨fun a b => if b = a + 1 then 1 else 0, by simp, by simp, by simp, by simp⟩
  have hnil : wick ε c [] = 1 := by rw [wick]
  have key := (h c [0, 1, 2] 3).trans (sum_positions [0, 1, 2] 3
    (fun j a => ε ^ j * c a 3 * wick ε c ([0, 1, 2].eraseIdx j)))
  rw [wick_concat_range] at key
  simp [Finset.sum_range_succ, wick_cons_range ε c 0, hnil, h01, h23, h03, h13] at key
  exact key.symm

end WickLastColumn
```

```lean
#print axioms WickLastColumn.wick_fermion_concat
#print axioms WickLastColumn.wick_concat_eq_zero
#print axioms WickLastColumn.sq_eq_one_of_concat
```

```
'WickLastColumn.wick_fermion_concat' depends on axioms: [propext, Classical.choice, Quot.sound]
'WickLastColumn.wick_concat_eq_zero' depends on axioms: [propext, Classical.choice, Quot.sound]
'WickLastColumn.sq_eq_one_of_concat' depends on axioms: [propext, Classical.choice, Quot.sound]
```

## Two expansions of the same sum

Write $L_j$ for the operator at position $j$ of a string $L$, and $L\setminus j$ for the string with that operator removed. The contraction of an operator $a$ with a later operator $b$ is $c(a,b)$. The Wick sum $W$ is defined by $W([\,])=1$ and

$$W(x::L)=\sum_{j}\varepsilon^{j}\,c(x,L_j)\,W(L\setminus j),$$

where $x::L$ is $L$ with $x$ put in front. The factor $\varepsilon$ is what an exchange of two operators costs: $-1$ for fermions, $+1$ for bosons. Exactly $j$ operators stand between $x$ and $L_j$.

Let $n$ be the length of $L$, and let $L{+\!\!+}[y]$ be $L$ followed by $y$. The theorem `wick_concat` says that, for every $\varepsilon$,

$$W(L{+\!\!+}[y])=\sum_{j}\varepsilon^{\,n-1-j}\,c(L_j,y)\,W(L\setminus j).$$

The exponent again counts the operators between the contracted pair. When $\varepsilon^2=1$, `wick_concat_of_sq_eq_one` replaces it by $j$, and `wick_fermion_concat` is the case $\varepsilon=-1$.

In Lean, `wick ε c L` is $W(L)$, `L.get j` is $L_j$, and `L.eraseIdx j` is $L\setminus j$. The type `Fin L.length` contains the positions $0,\dots,n-1$, so an empty string gives an empty sum. The values of `c` and `ε` lie in a commutative ring `R`, for instance the complex numbers.

The phrase "last column" refers to the triangular array of contractions $c(S_i,S_j)$ with $i<j$, where $S=L{+\!\!+}[y]$ is the whole string, so that the last operator $y$ owns the last column. For $\varepsilon=-1$ the Wick sum is the Pfaffian of this array. No antisymmetry of $c$ is assumed, because only contractions of an earlier with a later operator are used.

## From labels to expectation values

For fermions, $c(a,b)$ stands for the expectation value $\langle ab\rangle$ in a normalised reference state such as the vacuum or a single Slater determinant. The condition $W([\,])=1$ is that normalisation.

The operators here are only labels in a type `α`: they have no anticommutation relations and act on no Fock space. The step from this model to a physical expectation value is Wick's theorem itself, which identifies $\langle A_1\cdots A_n\rangle$ with the Wick sum when each $A_i$ is a single creation or annihilation operator. Despite its name, `wick` is just that sum.

In electronic structure theory, the expansion lets one evaluate expectation values of such strings in the vacuum or a single Slater determinant from whichever end of the string has fewer non-zero contractions. With $|0\rangle$ the vacuum, take the overlap of two two-electron determinants in orthonormal spin orbitals,

$$\langle 0|a_p a_q a_r^\dagger a_s^\dagger|0\rangle .$$

The last operator, $a_s^\dagger$, has contraction $\delta_{ps}$ with $a_p$ at position 0, $\delta_{qs}$ with $a_q$ at position 1, and zero with $a_r^\dagger$ at position 2. The expansion therefore gives

$$\delta_{ps}\langle a_q a_r^\dagger\rangle-\delta_{qs}\langle a_p a_r^\dagger\rangle=\delta_{ps}\delta_{qr}-\delta_{qs}\delta_{pr}.$$

If every contraction in the last column is zero, the whole sum vanishes, as `wick_concat_eq_zero` states. This happens, for example, when the last operator annihilates the reference state in which the contractions are taken.

## Exchanging the two contractions

The proof is by induction on $n$. For $n=0$ both sides are zero, since a single operator has no partner.

Otherwise write $L=x::M$, with $M$ of length $m=n-1$. Contract $x$ first. Its partner is either $y$, which gives $\varepsilon^{m}c(x,y)W(M)$, or some $M_a$. In the second case, $y$ is still the last operator of the remaining string, and the induction hypothesis contracts it with some $M_b$, where $b\ne a$.

Now expand along $y$ first, as the right-hand side of the claim does. The partner $x$, at position 0 of $L$, gives the same term $\varepsilon^{m}c(x,y)W(M)$. A partner $M_b$ leaves a string beginning with $x$, and the definition contracts $x$ with some $M_a$.

Both routes thus produce the factor $c(x,M_a)\,c(M_b,y)$ and the Wick sum of $M$ without positions $a$ and $b$. It remains to compare the powers of $\varepsilon$.

- **If $a<b$**, removing $M_a$ moves $M_b$ to position $b-1$ in a string of length $m-1$. Contracting $x$ first gives the exponent $a+(m-2-(b-1))=m-1+a-b$. Contracting $y$ first gives $(m-1-b)+a$, which is the same.
- **If $b<a$**, removing $M_a$ leaves $M_b$ at position $b$, and the exponent is $a+(m-2-b)$. In the other order, removing $M_b$ moves $M_a$ to position $a-1$, and the exponent is $(m-1-b)+(a-1)$. These are equal too.

The terms agree one by one, so the sums agree. No property of $\varepsilon$ has been used.

In Lean, this argument is `wick_concat_range`, with positions written as natural numbers; `sum_positions` translates between the two kinds of sum. The statement `first` contains the expansion along $x$ followed by the induction hypothesis. `Finset.sum_range_succ'` splits off the partner $x$ on the other side.

The lemma `sum_swap` matches the double sums. Its map `σ` turns the successive positions of two removals into those for the opposite order, and applying it twice changes nothing. Its two hypotheses are the two cases above. Within them, `hget` and `hcomm` track the shifted positions and the doubly shortened string, `omega` settles the exponents, and `ring` reorders the factors.

## Counting from the left

To replace $n-1-j$ by $j$, one first needs that a Wick sum of an odd number of operators is zero. Each contraction removes two operators, so an odd string eventually comes down to one operator without a partner. This is `wick_odd`, again by induction on length.

Suppose $\varepsilon^2=1$. If $n$ is odd, then $n-1$ is even, so $n-1-j$ and $j$ have the same parity and the two powers are equal. If $n$ is even, $L\setminus j$ has odd length and every term is zero with either exponent. The proof of `wick_concat_of_sq_eq_one` makes the same division into cases.

The condition $\varepsilon^2=1$ is also necessary if the formula with $\varepsilon^j$ is to hold for all contractions and all strings of natural-number labels. For `sq_eq_one_of_concat`, take the string $0,1,2,3$ and let only neighbours $k,k+1$ have a contraction, equal to 1. The last operator can then pair only with the one at position 2. The correct expansion gives $\varepsilon^0=1$, whereas the formula with $\varepsilon^j$ gives $\varepsilon^2$.

## Starting from an interior operator

For $\varepsilon^2=1$, the same exchange of contractions lets any operator be contracted first. If $p$ is its position in a non-empty string $S$, then

$$W(S)=\sum_{j\ne p}\varepsilon^{|j-p|-1}\,c(S_{\min(j,p)},S_{\max(j,p)})\,W(S\setminus\{j,p\}),$$

where $S\setminus\{j,p\}$ is $S$ with both operators removed. In the comparison of the two orders, each pair has an odd number of its members between the members of the other exactly when the pairs cross, so the parities agree. This extension rests on the argument just given and has no Lean proof here.
